# One particle on an open L-site chain with zero potential and hopping −t (t > 0) has ground-state energy −2t cos(π/(L+1))

## From two sites to L sites

Take two sites at zero potential, joined by hopping −t with t > 0. A state with amplitudes ψ_1 and ψ_2 has energy

    −2t Re(conj(ψ_1) ψ_2) = −t (|ψ_1|² + |ψ_2|²) + t |ψ_1 − ψ_2|².

The square cannot be negative, so a normalised state has energy at least −t, and equal amplitudes reach it. For L sites in a row, with no bond closing the chain into a ring, I know the answer as −2t cos(π/(L+1)), with amplitudes sin(πk/(L+1)). Does the same completion of squares work for every L ≥ 1, against all complex trial states? I would like to see it made rigorous and checked by machine.

## Completing the square on every bond

It does work, once each square is weighted by the sine profile. Number the sites k = 1, …, L and write

    θ = π/(L+1),  s_k = sin(kθ),  N = Σ_k |ψ_k|².

At zero potential the energy is a sum over the L−1 bonds:

    E(ψ) = −2t Σ_{k=1}^{L−1} Re(conj(ψ_k) ψ_{k+1}).

Three properties of the profile are needed. It is positive on the chain, because 0 < kθ < π for 1 ≤ k ≤ L. It vanishes one step beyond each end: s_0 = s_{L+1} = 0. Adding the formulas for sin(kθ + θ) and sin(kθ − θ) gives

    s_{k+1} + s_{k−1} = 2 cos θ · s_k.

Now expand the weighted square on the bond between k and k+1:

    |s_{k+1} ψ_k − s_k ψ_{k+1}|² / (s_k s_{k+1})
      = (s_{k+1}/s_k) |ψ_k|² + (s_k/s_{k+1}) |ψ_{k+1}|² − 2 Re(conj(ψ_k) ψ_{k+1}).

Sum over the bonds and collect the terms in |ψ_k|². The bond to the right contributes s_{k+1}/s_k and the bond to the left s_{k−1}/s_k. At a chain end one bond is missing, but its term would have been zero. The total coefficient is therefore 2 cos θ on every site, and after multiplication by t

    E(ψ) + 2t cos θ · N = t Σ_{k=1}^{L−1} |s_{k+1} ψ_k − s_k ψ_{k+1}|² / (s_k s_{k+1}).

The right-hand side is non-negative, so E(ψ) ≥ −2t cos θ for every normalised state. Equality requires every square to vanish, that is ψ_{k+1}/s_{k+1} = ψ_k/s_k along the chain, so ψ is a multiple of the sine profile. Conversely, every such multiple makes all the squares vanish.

Since Σ_k s_k² = (L+1)/2, the normalised ground state is

    ψ_k = √(2/(L+1)) sin(πk/(L+1)),

up to a phase. For L = 1 there are no bonds, cos(π/2) = 0, and the energy is zero.

## The chain as a complex matrix

In the Lean code, `hamiltonian t v` is a complex L×L matrix with real site energies `v` on the diagonal. The function `bond` is 1 for nearest neighbours and 0 otherwise, so the first and last sites of a longer chain are not joined. Lean's index `i` runs from 0 to L−1 and stands for site k = i + 1; `sineMode L k` is s_k, and `sineState L` is the unnormalised vector of its values on the chain.

`energy t v ψ` is the real part of ⟨ψ, Hψ⟩. Taking the real part loses nothing, as H is real and symmetric. `energies t v` collects the energies of all normalised complex states, and `groundEnergy t v` is the infimum of that set, which is E[v] for a single particle.

The final theorem, `groundEnergy_open_chain`, assumes L ≥ 1 and t > 0 and states four things:

- E[0] equals −2t cos(π/(L+1)).
- This value is the least element of the set of energies, so the infimum is a minimum.
- The sine vector is nonzero.
- The energy of the sine vector is E[0] times its squared norm, the form of attainment suited to an unnormalised vector.

Uniqueness is a separate theorem, `energy_eq_bound_iff`, also for L ≥ 1 and t > 0: a vector has energy −2t cos(π/(L+1)) times its squared norm exactly when it is a complex multiple of `sineState L`.

The definitions allow any site potential, but the results concern v = 0. There is one spinless particle, hence no interaction, and the higher levels are not treated. For lattice density functional theory, this supplies an exact value of E[v] at one potential, in the one-particle, finite-chain case.

```lean
import Mathlib

open Matrix
open scoped Real

namespace OpenChainGroundEnergy

noncomputable section

/-- The number of bonds between sites `i` and `j`: one for nearest neighbours, else zero. -/
def bond (i j : ℕ) : ℝ := (if i + 1 = j then 1 else 0) + (if j + 1 = i then 1 else 0)

/-- One-particle Hamiltonian of the open chain with site energies `v` and hopping `-t`. -/
def hamiltonian {L : ℕ} (t : ℝ) (v : Fin L → ℝ) : Matrix (Fin L) (Fin L) ℂ :=
  Matrix.of fun i j => (((if i = j then v i else 0) - t * bond i j : ℝ) : ℂ)

/-- The energy form of a wave function on the chain: the real part of `⟨ψ, H ψ⟩`. -/
def energy {L : ℕ} (t : ℝ) (v : Fin L → ℝ) (ψ : Fin L → ℂ) : ℝ :=
  (star ψ ⬝ᵥ (hamiltonian t v *ᵥ ψ)).re

/-- The energies of all normalised wave functions in the potential `v`. -/
def energies {L : ℕ} (t : ℝ) (v : Fin L → ℝ) : Set ℝ :=
  {E | ∃ ψ : Fin L → ℂ, ∑ i, ‖ψ i‖ ^ 2 = 1 ∧ energy t v ψ = E}

/-- The ground-state energy `E[v]`: the infimum of the energy over normalised states. -/
def groundEnergy {L : ℕ} (t : ℝ) (v : Fin L → ℝ) : ℝ := sInf (energies t v)

/-- The standing-wave profile `sin(π k/(L+1))`. -/
def sineMode (L k : ℕ) : ℝ := Real.sin (π * (k : ℝ) / ((L : ℝ) + 1))

/-- The sine profile as a wave function; index `i` is site `k = i + 1`. -/
def sineState (L : ℕ) : Fin L → ℂ := fun i => (sineMode L ((i : ℕ) + 1) : ℂ)

/-- The weighted squared deviation of `ψ` from the sine profile on the bond `i`, `j`. -/
def defect {L : ℕ} (ψ : Fin L → ℂ) (i j : Fin L) : ℝ :=
  bond i j * (‖(sineMode L ((j : ℕ) + 1) : ℂ) * ψ i - (sineMode L ((i : ℕ) + 1) : ℂ) * ψ j‖ ^ 2
    / (sineMode L ((i : ℕ) + 1) * sineMode L ((j : ℕ) + 1)))

/-- The sine profile is positive on every site of the chain. -/
theorem sineMode_pos {L k : ℕ} (hk : k < L) : 0 < sineMode L (k + 1) := by
  have h2 : ((k + 1 : ℕ) : ℝ) ≤ L := by exact_mod_cast hk
  have h3 : (0 : ℝ) < (L : ℝ) + 1 := by positivity
  apply Real.sin_pos_of_pos_of_lt_pi
  · positivity
  · rw [div_lt_iff₀ h3]
    exact mul_lt_mul_of_pos_left (by linarith) Real.pi_pos

/-- Summed over the neighbours of a site, chain ends included, the sine profile gives
`2 cos(π/(L+1))` times its value on the site. -/
theorem neighbour_sum {L k : ℕ} (hk : k < L) :
    ∑ j : Fin L, bond k j * sineMode L ((j : ℕ) + 1)
      = 2 * Real.cos (π / ((L : ℝ) + 1)) * sineMode L (k + 1) := by
  have hrec : 2 * Real.cos (π / ((L : ℝ) + 1)) * sineMode L (k + 1)
      = sineMode L (k + 2) + sineMode L k := by
    have h1 : π * ((k + 2 : ℕ) : ℝ) / ((L : ℝ) + 1)
        = π * ((k + 1 : ℕ) : ℝ) / ((L : ℝ) + 1) + π / ((L : ℝ) + 1) := by push_cast; ring
    have h2 : π * (k : ℝ) / ((L : ℝ) + 1)
        = π * ((k + 1 : ℕ) : ℝ) / ((L : ℝ) + 1) - π / ((L : ℝ) + 1) := by push_cast; ring
    unfold sineMode
    rw [h1, h2, Real.sin_add, Real.sin_sub]
    ring
  -- the profile vanishes just beyond both ends
  have hr : ∑ j ∈ Finset.range L, (if k + 1 = j then sineMode L (j + 1) else 0)
      = sineMode L (k + 2) := by
    rw [Finset.sum_ite_eq]
    split_ifs with h
    · rfl
    · have hkL : k + 2 = L + 1 := by rw [Finset.mem_range] at h; omega
      have h3 : (L : ℝ) + 1 ≠ 0 := by positivity
      rw [hkL]
      unfold sineMode
      push_cast
      rw [mul_div_cancel_right₀ _ h3, Real.sin_pi]
  have hl : ∑ j ∈ Finset.range L, (if j + 1 = k then sineMode L (j + 1) else 0)
      = sineMode L k := by
    rcases k with _ | k
    · simp [sineMode]
    · rw [Finset.sum_eq_single_of_mem k (Finset.mem_range.mpr (by omega))]
      · simp
      · intro j _ hj
        exact if_neg (by omega)
  rw [Fin.sum_univ_eq_sum_range (fun j => bond k j * sineMode L (j + 1)) L, hrec, ← hr, ← hl,
    ← Finset.sum_add_distrib]
  refine Finset.sum_congr rfl fun j _ => ?_
  simp only [bond]
  split_ifs <;> ring

private lemma bond_square {p q : ℝ} (hp : 0 < p) (hq : 0 < q) (a b : ℂ) :
    ‖(q : ℂ) * a - (p : ℂ) * b‖ ^ 2 / (p * q)
      = q / p * ‖a‖ ^ 2 + p / q * ‖b‖ ^ 2 - 2 * (star a * b).re := by
  simp only [Complex.sq_norm, Complex.normSq_apply, Complex.star_def, Complex.mul_re,
    Complex.mul_im, Complex.conj_re, Complex.conj_im, Complex.sub_re, Complex.sub_im,
    Complex.ofReal_re, Complex.ofReal_im]
  field_simp
  ring

private lemma defect_nonneg {L : ℕ} (ψ : Fin L → ℂ) (i j : Fin L) : 0 ≤ defect ψ i j := by
  have hb : 0 ≤ bond i j := by unfold bond; split_ifs <;> norm_num
  exact mul_nonneg hb (div_nonneg (sq_nonneg _)
    (mul_pos (sineMode_pos i.isLt) (sineMode_pos j.isLt)).le)

/-- At zero potential, the energy plus `2t cos(π/(L+1))` times the squared norm of the wave function
is `t/2` times the sum of the deviations from the sine profile over ordered pairs of sites. -/
theorem energy_gap_identity {L : ℕ} (t : ℝ) (ψ : Fin L → ℂ) :
    energy t 0 ψ + 2 * t * Real.cos (π / ((L : ℝ) + 1)) * ∑ i, ‖ψ i‖ ^ 2
      = t / 2 * ∑ i, ∑ j, defect ψ i j := by
  have hE : energy t 0 ψ
      = -(t / 2) * ∑ i : Fin L, ∑ j : Fin L, bond i j * (2 * (star (ψ i) * ψ j).re) := by
    simp only [energy, dotProduct, Matrix.mulVec, Finset.mul_sum, Complex.re_sum]
    refine Finset.sum_congr rfl fun i _ => Finset.sum_congr rfl fun j _ => ?_
    simp only [hamiltonian, Matrix.of_apply, Pi.zero_apply, ite_self, zero_sub, Pi.star_apply,
      Complex.star_def, Complex.mul_re, Complex.mul_im, Complex.conj_re, Complex.conj_im,
      Complex.ofReal_re, Complex.ofReal_im]
    ring
  have hA : ∑ i : Fin L, ∑ j : Fin L, bond i j
        * (sineMode L ((j : ℕ) + 1) / sineMode L ((i : ℕ) + 1) * ‖ψ i‖ ^ 2)
      = 2 * Real.cos (π / ((L : ℝ) + 1)) * ∑ i, ‖ψ i‖ ^ 2 := by
    rw [Finset.mul_sum]
    refine Finset.sum_congr rfl fun i _ => ?_
    have hp := (sineMode_pos i.isLt).ne'
    calc _ = (∑ j : Fin L, bond i j * sineMode L ((j : ℕ) + 1))
          * (‖ψ i‖ ^ 2 / sineMode L ((i : ℕ) + 1)) := by
          rw [Finset.sum_mul]
          exact Finset.sum_congr rfl fun j _ => by ring
      _ = _ := by rw [neighbour_sum i.isLt]; field_simp
  have hB : ∑ i : Fin L, ∑ j : Fin L, bond i j
        * (sineMode L ((i : ℕ) + 1) / sineMode L ((j : ℕ) + 1) * ‖ψ j‖ ^ 2)
      = 2 * Real.cos (π / ((L : ℝ) + 1)) * ∑ i, ‖ψ i‖ ^ 2 := by
    rw [Finset.sum_comm, ← hA]
    refine Finset.sum_congr rfl fun i _ => Finset.sum_congr rfl fun j _ => ?_
    rw [show bond j i = bond i j from add_comm _ _]
  have hq := fun (i j : Fin L) (a b : ℂ) =>
    bond_square (sineMode_pos i.isLt) (sineMode_pos j.isLt) a b
  simp only [defect, hq, mul_sub, mul_add, Finset.sum_sub_distrib, Finset.sum_add_distrib,
    hA, hB]
  rw [hE]
  ring

/-- Every wave function on the open chain at zero potential has energy at least
`-2t cos(π/(L+1))` times its squared norm. -/
theorem energy_lower_bound {L : ℕ} {t : ℝ} (ht : 0 < t) (ψ : Fin L → ℂ) :
    -2 * t * Real.cos (π / ((L : ℝ) + 1)) * ∑ i, ‖ψ i‖ ^ 2 ≤ energy t 0 ψ := by
  have hn : 0 ≤ t / 2 * ∑ i, ∑ j, defect ψ i j := mul_nonneg (by positivity)
    (Finset.sum_nonneg fun i _ => Finset.sum_nonneg fun j _ => defect_nonneg ψ i j)
  rw [← energy_gap_identity] at hn
  linarith

/-- At zero potential, a wave function has energy equal to `-2t cos(π/(L+1))` times its squared norm
exactly when it is a complex multiple of the sine profile. -/
theorem energy_eq_bound_iff {L : ℕ} (hL : 1 ≤ L) {t : ℝ} (ht : 0 < t) (ψ : Fin L → ℂ) :
    energy t 0 ψ = -2 * t * Real.cos (π / ((L : ℝ) + 1)) * ∑ i, ‖ψ i‖ ^ 2
      ↔ ∃ c : ℂ, ψ = c • sineState L := by
  have hg := energy_gap_identity t ψ
  have hs : ∀ k, k < L → (sineMode L (k + 1) : ℂ) ≠ 0 := fun k hk =>
    Complex.ofReal_ne_zero.mpr (sineMode_pos hk).ne'
  constructor
  · intro h
    have h0 : t / 2 * ∑ i, ∑ j, defect ψ i j = 0 := by rw [← hg, h]; ring
    have hsum := (mul_eq_zero.mp h0).resolve_left (by positivity)
    have hz : ∀ i j, defect ψ i j = 0 := fun i j =>
      (Finset.sum_eq_zero_iff_of_nonneg fun j _ => defect_nonneg ψ i j).mp
        ((Finset.sum_eq_zero_iff_of_nonneg fun i _ =>
          Finset.sum_nonneg fun j _ => defect_nonneg ψ i j).mp hsum i (Finset.mem_univ i))
        j (Finset.mem_univ j)
    -- vanishing deviations fix the ratio of neighbouring amplitudes
    have hall : ∀ k (hk : k < L),
        ψ ⟨k, hk⟩ = ψ ⟨0, hL⟩ / (sineMode L 1 : ℂ) * (sineMode L (k + 1) : ℂ) := by
      intro k
      induction k with
      | zero => intro hk; exact (div_mul_cancel₀ _ (hs 0 hL)).symm
      | succ k ih =>
        intro hk
        have hk' : k < L := by omega
        have hb : bond k (k + 1) ≠ 0 := by
          rw [bond, if_pos rfl, if_neg (by omega)]; norm_num
        have h1 := hz ⟨k, hk'⟩ ⟨k + 1, hk⟩
        unfold defect at h1
        have h2 := (div_eq_zero_iff.mp ((mul_eq_zero.mp h1).resolve_left hb)).resolve_right
          (mul_pos (sineMode_pos hk') (sineMode_pos hk)).ne'
        have h3 : (sineMode L (k + 1 + 1) : ℂ) * ψ ⟨k, hk'⟩
            = (sineMode L (k + 1) : ℂ) * ψ ⟨k + 1, hk⟩ :=
          sub_eq_zero.mp (norm_eq_zero.mp ((pow_eq_zero_iff two_ne_zero).mp h2))
        apply mul_left_cancel₀ (hs k hk')
        rw [← h3, ih hk']
        ring
    exact ⟨_, funext fun i => hall i i.isLt⟩
  · rintro ⟨c, rfl⟩
    have hz : ∀ i j, defect (c • sineState L) i j = 0 := fun i j => by
      have e : (sineMode L ((j : ℕ) + 1) : ℂ) * (c • sineState L) i
          - (sineMode L ((i : ℕ) + 1) : ℂ) * (c • sineState L) j = 0 := by
        simp only [Pi.smul_apply, smul_eq_mul, sineState]
        ring
      rw [defect, e]
      simp
    simp only [hz, Finset.sum_const_zero, mul_zero] at hg
    linear_combination hg

/-- The ground-state energy of the open chain at zero potential is `-2t cos(π/(L+1))`; it is the
least energy of a normalised state, and the vector with entries `sin(π k/(L+1))` is nonzero and has
energy equal to the ground-state energy times its squared norm. -/
theorem groundEnergy_open_chain {L : ℕ} (hL : 1 ≤ L) {t : ℝ} (ht : 0 < t) :
    groundEnergy t (0 : Fin L → ℝ) = -2 * t * Real.cos (π / ((L : ℝ) + 1))
      ∧ IsLeast (energies t (0 : Fin L → ℝ)) (groundEnergy t (0 : Fin L → ℝ))
      ∧ sineState L ≠ 0
      ∧ energy t 0 (sineState L)
        = groundEnergy t (0 : Fin L → ℝ) * ∑ i, ‖sineState L i‖ ^ 2 := by
  have hpos : ∀ i, sineState L i ≠ 0 := fun i =>
    Complex.ofReal_ne_zero.mpr (sineMode_pos i.isLt).ne'
  have hN : 0 < ∑ i, ‖sineState L i‖ ^ 2 :=
    Finset.sum_pos (fun i _ => pow_pos (norm_pos_iff.mpr (hpos i)) 2)
      ⟨⟨0, hL⟩, Finset.mem_univ _⟩
  have hleast : IsLeast (energies t (0 : Fin L → ℝ))
      (-2 * t * Real.cos (π / ((L : ℝ) + 1))) := by
    constructor
    · -- normalise the sine profile
      obtain ⟨c, hc⟩ : ∃ c : ℂ, ‖c‖ ^ 2 = (∑ i, ‖sineState L i‖ ^ 2)⁻¹ :=
        ⟨((Real.sqrt (∑ i, ‖sineState L i‖ ^ 2)⁻¹ : ℝ) : ℂ), by
          rw [Complex.norm_real, Real.norm_eq_abs, sq_abs, Real.sq_sqrt (inv_pos.mpr hN).le]⟩
      have hnorm : ∑ i, ‖(c • sineState L) i‖ ^ 2 = 1 := by
        simp only [Pi.smul_apply, smul_eq_mul, norm_mul, mul_pow]
        rw [← Finset.mul_sum, hc, inv_mul_cancel₀ hN.ne']
      refine ⟨c • sineState L, hnorm, ?_⟩
      rw [(energy_eq_bound_iff hL ht _).mpr ⟨c, rfl⟩, hnorm, mul_one]
    · rintro E ⟨ψ, hψ, rfl⟩
      have h := energy_lower_bound ht ψ
      rwa [hψ, mul_one] at h
  have hE : groundEnergy t (0 : Fin L → ℝ) = -2 * t * Real.cos (π / ((L : ℝ) + 1)) :=
    hleast.csInf_eq
  rw [hE]
  exact ⟨rfl, hleast, fun h => hpos ⟨0, hL⟩ (congrFun h _),
    (energy_eq_bound_iff hL ht _).mpr ⟨1, (one_smul ℂ _).symm⟩⟩

end

end OpenChainGroundEnergy
```

```lean
#print axioms OpenChainGroundEnergy.groundEnergy_open_chain
```

```
'OpenChainGroundEnergy.groundEnergy_open_chain' depends on axioms: [propext, Classical.choice, Quot.sound]
```

## How the Lean proof follows the squares

`sineMode_pos` places the angle between 0 and π. `neighbour_sum` proves the recurrence in the form the matrix needs, as a sum over the actual neighbours of a site. Inside it, `hrec` is the addition formula, while `hr` and `hl` evaluate the right and left neighbour terms, using s_{L+1} = 0 and s_0 = 0 at the ends.

`bond_square` is the expansion of one weighted square, checked by writing out real and imaginary parts. `defect` is that square multiplied by `bond`, and `defect_nonneg` records its sign.

`energy_gap_identity` assembles the central equation. The double sum runs over ordered pairs of sites, so each bond appears twice and the prefactor is t/2 instead of t. The step `hE` writes the energy as such a sum; `hA` and `hB` show that each of the two families of diagonal terms adds up to 2 cos θ · N. The second follows from the first by exchanging the summation indices.

`energy_lower_bound` then needs only t > 0 and the sign of the squares. For uniqueness, a vanishing sum of non-negative terms forces each term to vanish, and an induction along the chain carries the ratio ψ_k/s_k from the first site to all the others. The converse substitutes a multiple of the profile and finds every defect zero.

The final theorem rescales the sine vector to unit norm, which shows that the bound belongs to the set of energies. Together with the lower bound this gives `IsLeast`, and `hleast.csInf_eq` identifies the infimum.

## The same number in a tight-binding or grid code

A tight-binding program builds this H as a tridiagonal matrix, with zeros on the diagonal and −t beside it, and diagonalises it. Its lowest eigenvalue can be compared with −2t cos(π/(L+1)); for L = 3 that is −√2 t. If a periodic bond has slipped in, a chain of three or more sites returns −2t instead. An eigensolver may return the vector with any overall phase, so it is safer to compare the density, (2/(L+1)) sin²(πk/(L+1)).

The same matrix, up to a constant on the diagonal, appears when a particle of mass m in a one-dimensional hard-walled box of width (L+1)a is put on the L interior points of a grid of spacing a, with the walls at k = 0 and k = L+1, and the three-point second derivative is used. Then t = ħ²/(2ma²), every diagonal entry is 2t, and the lowest grid energy is shifted to 2t(1 − cos(π/(L+1))).
